# Equal moments of two symmetric operators fix a unique matching of their Krylov spaces

## Moments, Krylov spaces and conventions

Let $A$ be a Hamiltonian and $v$ a starting state. The inner product $\langle x,y\rangle$ is conjugate-linear in its first argument, $\hbar=1$, and $v$ need not be normalised. The moments of $A$ in $v$ are

$$\mu_k=\langle v,A^k v\rangle,\qquad k=0,1,2,\dots$$

so $\mu_0=\|v\|^2$, and for a normalised state $\mu_1$ is the mean energy. The full Krylov space $\mathcal K(A,v)$ is the set of all finite linear combinations of $v,Av,A^2v,\dots$. Textbooks often use the name for the span of the first $m$ of these vectors; here there is no cutoff. A second Hamiltonian $B$ with starting state $w$ has its own moments and its own space $\mathcal K(B,w)$.

The letter $U$ denotes a map from one Krylov space to the other, not a time-evolution operator.

## Can different systems share their dynamics?

Suppose two systems, perhaps of different dimension, have the same moments in their starting states. Each moment is a single number, while the dynamics involves whole vectors. Do the moments determine how the starting state moves?

For symmetric operators with finite-dimensional Krylov spaces they do, up to a relabelling of states. The theorem behind this holds in any dimension: if $A$ and $B$ are symmetric and $\langle v,A^kv\rangle=\langle w,B^kw\rangle$ for all $k\ge 0$, there is exactly one linear isometric bijection $U:\mathcal K(A,v)\to\mathcal K(B,w)$ with

$$Uv=w,\qquad UAx=BUx\quad\text{for every }x\in\mathcal K(A,v).$$

Nothing is said about the parts of the two systems outside these spaces. The result bears on Lanczos and recursion methods in electronic structure, where a large Hamiltonian is replaced by a smaller one with matching moments, in the idealised case that all moments match and a single starting vector is used.

## From equal moments to an isometry

**Overlaps are moments.** Symmetry means $\langle Ax,y\rangle=\langle x,Ay\rangle$. Moving the $j$ factors of $A$ across one at a time gives

$$\langle A^jv,A^kv\rangle=\langle v,A^{j+k}v\rangle=\mu_{j+k}.$$

**Equal combinations have equal norms.** For finitely many nonzero coefficients $c_k$,

$$\Big\|\sum_k c_kA^kv\Big\|^2=\sum_{j,k}\overline{c_j}\,c_k\,\mu_{j+k}=\Big\|\sum_k c_kB^kw\Big\|^2 .$$

The second equality uses the symmetry of $B$ and the equality of the moments.

**The map.** Set

$$U\Big(\sum_k c_kA^kv\Big)=\sum_k c_kB^kw .$$

If two sets of coefficients give the same vector on the left, their difference gives a vector of norm zero there, hence also on the right, so $U$ is well defined. It is linear, preserves norms and is therefore injective. It is surjective because every vector of $\mathcal K(B,w)$ has the form on the right.

**Matching.** Taking $c_0=1$ and all other coefficients zero gives $Uv=w$. For $x=\sum_k c_kA^kv$,

$$UAx=\sum_k c_kB^{k+1}w=B\sum_k c_kB^kw=BUx .$$

**Uniqueness.** If $V$ also satisfies both conditions, then $VA^0v=w$, and $VA^kv=B^kw$ implies $VA^{k+1}v=BVA^kv=B^{k+1}w$. So $V$ and $U$ agree on all Krylov vectors and, by linearity, everywhere.

## The converse and the Schrödinger equation

A matching isometry forces equal moments, since it preserves inner products:

$$\langle v,A^kv\rangle=\langle Uv,UA^kv\rangle=\langle w,B^kw\rangle .$$

It also carries solutions to solutions. If $\psi'(t)=-iA\psi(t)$ in the first Krylov space, then, because $U$ is linear, continuous and independent of time,

$$\frac{d}{dt}U\psi(t)=U\psi'(t)=-iUA\psi(t)=-iB\,U\psi(t).$$

If the Krylov spaces are finite-dimensional, the solution $e^{-iAt}v$ stays in the first one, and $U$ carries it to $e^{-iBt}w$. In an infinite-dimensional Krylov space the solution starting at $v$ generally leaves the set of finite combinations, and the argument above does not cover it.

A concrete case of equal moments is the two-level flip $X(x_0,x_1)=(x_1,x_0)$, the Pauli matrix $\sigma_x$. Take $A=B=X$, $v=(1,0)$ and $w=(0,1)$. Since $X^2=1$, the even moments are $1$ and the odd ones $0$ for both states.

## Unitary steps, and a non-symmetric example

The remarks under this heading are ordinary arguments with no theorem behind them in the code.

The same construction works when $A$ and $B$ are norm-preserving linear maps, such as the evolution over one period of a driven system. For $j\le k$ one has $\langle A^jv,A^kv\rangle=\langle v,A^{k-j}v\rangle$, and for $j>k$ the overlap is the complex conjugate of $\langle v,A^{j-k}v\rangle$. Equal moments again give equal norms, and the remaining steps are unchanged.

Symmetry of only one of the two operators is not enough. On $\mathbb C^2$ let $A(x_0,x_1)=(0,x_0)$ and $v=(1,0)$; on $\mathbb C$ let $B=0$ and $w=1$. Both moment sequences are $1,0,0,\dots$. But $Av=(0,1)$, so the first Krylov space has dimension two and the second has dimension one. No linear bijection exists between them.

## Symmetric maps, seeds and restricted operators in Lean

The state spaces `E` and `F` are complex inner-product spaces, with no assumption on their dimension. The Hamiltonians are linear maps defined on the whole space, and `A.IsSymmetric` is the relation $\langle Ax,y\rangle=\langle x,Ay\rangle$. A Hermitian $n\times n$ matrix acting on $\mathbb C^n$ is a special case. A Hamiltonian defined only on a domain that it does not map into itself does not fit this setting.

`krylov A v` is the algebraic span, without closure. `krylovSeed A v` is $v$ regarded as an element of that space, and `krylovOp A v` is $A$ restricted to it. The type `krylov A v ≃ₗᵢ[ℂ] krylov B w` consists of the linear isometric bijections, and `MatchesDynamics U` states the two conditions $Uv=w$ and $UAx=BUx$.

The main theorem, `moments_determine_krylov`, assumes that both operators are symmetric and that the moments agree for every natural number $k$. Its conclusion begins with `∃!`, which means that exactly one such $U$ exists. If $v=0$, the moment with $k=0$ forces $w=0$, and $U$ is the map between two zero spaces.

`moments_eq_of_matches` is the converse and needs no symmetry. `MatchesDynamics.schrodinger` concerns a single time $t$: it assumes that $\psi$ has the required derivative there and does not construct a solution.

The hypothesis is exact equality for all $k$. Finitely many moments known only to finite precision do not by themselves establish it.

```lean
import Mathlib

open scoped InnerProductSpace

namespace KrylovMoments

noncomputable section

variable {E F : Type*} [NormedAddCommGroup E] [InnerProductSpace ℂ E]
  [NormedAddCommGroup F] [InnerProductSpace ℂ F]

/-- The full Krylov space of `A` and `v`: the span of all vectors `A^k v`. -/
def krylov (A : E →ₗ[ℂ] E) (v : E) : Submodule ℂ E :=
  Submodule.span ℂ (Set.range fun k : ℕ => (A ^ k) v)

/-- The starting vector `v`, as an element of its Krylov space. -/
def krylovSeed (A : E →ₗ[ℂ] E) (v : E) : krylov A v :=
  ⟨v, Submodule.subset_span ⟨0, by simp⟩⟩

/-- The operator `A` restricted to the Krylov space, which it maps into itself. -/
def krylovOp (A : E →ₗ[ℂ] E) (v : E) : krylov A v →ₗ[ℂ] krylov A v :=
  A.restrict (fun x hx => by
    have hle : krylov A v ≤ (krylov A v).comap A := by
      refine Submodule.span_le.mpr ?_
      rintro _ ⟨k, rfl⟩
      refine Submodule.subset_span ⟨k + 1, ?_⟩
      change (A ^ (k + 1)) v = A ((A ^ k) v)
      rw [pow_succ']
      rfl
    exact hle hx)

variable {A : E →ₗ[ℂ] E} {B : F →ₗ[ℂ] F} {v : E} {w : F}

/-- An isometric bijection `U` of Krylov spaces matches the dynamics if `U v = w` and
`U A x = B U x` for every `x` in the first space. -/
def MatchesDynamics (U : krylov A v ≃ₗᵢ[ℂ] krylov B w) : Prop :=
  U (krylovSeed A v) = krylovSeed B w ∧
    ∀ x, U (krylovOp A v x) = krylovOp B w (U x)

/-- Powers of the restricted operator act as the powers of `A`. -/
theorem krylovOp_pow_coe (k : ℕ) (x : krylov A v) :
    (((krylovOp A v ^ k) x : krylov A v) : E) = (A ^ k) (x : E) := by
  induction k with
  | zero => simp
  | succ k ih =>
    rw [pow_succ', pow_succ']
    change A (((krylovOp A v ^ k) x : krylov A v) : E) = A ((A ^ k) (x : E))
    rw [ih]

/-- Two linear maps on a Krylov space are equal if they agree on all Krylov vectors `A^k v`. -/
theorem krylov_ext {G : Type*} [AddCommGroup G] [Module ℂ G] (S T : krylov A v →ₗ[ℂ] G)
    (h : ∀ k : ℕ, S ((krylovOp A v ^ k) (krylovSeed A v)) =
      T ((krylovOp A v ^ k) (krylovSeed A v))) : S = T := by
  refine LinearMap.ext ?_
  rintro ⟨x, hx⟩
  refine Submodule.span_induction
    (p := fun x hx => S ⟨x, hx⟩ = T ⟨x, hx⟩) ?_ ?_ ?_ ?_ hx
  · rintro _ ⟨k, rfl⟩
    have e : (krylovOp A v ^ k) (krylovSeed A v) =
        ⟨(A ^ k) v, Submodule.subset_span ⟨k, rfl⟩⟩ :=
      Subtype.ext (krylovOp_pow_coe k _)
    have hk := h k
    rw [e] at hk
    exact hk
  · exact (map_zero S).trans (map_zero T).symm
  · intro x y hx hy h1 h2
    change S (⟨x, hx⟩ + ⟨y, hy⟩) = T (⟨x, hx⟩ + ⟨y, hy⟩)
    rw [map_add, map_add, h1, h2]
  · intro c x hx h1
    change S (c • ⟨x, hx⟩) = T (c • ⟨x, hx⟩)
    rw [map_smul, map_smul, h1]

/-- For a symmetric operator the overlap of two Krylov vectors is a moment:
`⟨A^j v, A^k v⟩ = ⟨v, A^(j+k) v⟩`. -/
theorem krylov_overlap (hA : A.IsSymmetric) (j k : ℕ) :
    ⟪(A ^ j) v, (A ^ k) v⟫_ℂ = ⟪v, (A ^ (j + k)) v⟫_ℂ := by
  induction j generalizing k with
  | zero => simp
  | succ j ih =>
    have e1 : (A ^ (j + 1)) v = A ((A ^ j) v) := by rw [pow_succ']; rfl
    have e2 : A ((A ^ k) v) = (A ^ (k + 1)) v := by rw [pow_succ']; rfl
    have e3 : j + 1 + k = j + (k + 1) := by omega
    rw [e1, hA ((A ^ j) v) ((A ^ k) v), e2, ih, e3]

/-- If two linear maps `f` and `g` give vectors of equal norm on every input, then an isometric
bijection between their ranges carries `f m` to `g m`. -/
theorem exists_isometry_of_norm_eq {M : Type*} [AddCommGroup M] [Module ℂ M]
    (f : M →ₗ[ℂ] E) (g : M →ₗ[ℂ] F) (h : ∀ m, ‖f m‖ = ‖g m‖)
    {K : Submodule ℂ E} {L : Submodule ℂ F}
    (hK : LinearMap.range f = K) (hL : LinearMap.range g = L) :
    ∃ U : K ≃ₗᵢ[ℂ] L, ∀ (m : M) (x : K), (x : E) = f m → (U x : F) = g m := by
  subst hK hL
  have hker : LinearMap.ker f = LinearMap.ker g := by
    ext m
    rw [LinearMap.mem_ker, LinearMap.mem_ker, ← norm_eq_zero, h, norm_eq_zero]
  -- both ranges are the same quotient of the common domain
  let e := f.quotKerEquivRange.symm.trans
    ((Submodule.quotEquivOfEq _ _ hker).trans g.quotKerEquivRange)
  have he : ∀ (m : M) (x : LinearMap.range f), (x : E) = f m → (e x : F) = g m := by
    intro m x hx
    have hx' : x = f.quotKerEquivRange (Submodule.Quotient.mk m) := Subtype.ext hx
    rw [hx']
    simp only [e, LinearEquiv.trans_apply, LinearEquiv.symm_apply_apply]
    rfl
  refine ⟨⟨e, ?_⟩, he⟩
  rintro ⟨_, m, rfl⟩
  change ‖(e _ : F)‖ = ‖f m‖
  rw [he m _ rfl, h]

/-- An isometric bijection that matches the dynamics carries `A^k v` to `B^k w`. -/
theorem MatchesDynamics.map_pow {U : krylov A v ≃ₗᵢ[ℂ] krylov B w}
    (hU : MatchesDynamics U) (k : ℕ) :
    U ((krylovOp A v ^ k) (krylovSeed A v)) = (krylovOp B w ^ k) (krylovSeed B w) := by
  induction k with
  | zero => simpa using hU.1
  | succ k ih =>
    rw [pow_succ', pow_succ', Module.End.mul_apply, Module.End.mul_apply, hU.2, ih]

/-- If `A` and `B` are symmetric and `⟨v, A^k v⟩ = ⟨w, B^k w⟩` for all `k`, then exactly one
isometric bijection `U` of the Krylov spaces satisfies `U v = w` and `U A x = B U x`. -/
theorem moments_determine_krylov (hA : A.IsSymmetric) (hB : B.IsSymmetric)
    (h : ∀ k : ℕ, ⟪v, (A ^ k) v⟫_ℂ = ⟪w, (B ^ k) w⟫_ℂ) :
    ∃! U : krylov A v ≃ₗᵢ[ℂ] krylov B w, MatchesDynamics U := by
  let f := Finsupp.linearCombination ℂ (fun k : ℕ => (A ^ k) v)
  let g := Finsupp.linearCombination ℂ (fun k : ℕ => (B ^ k) w)
  -- equal moments give equal norms of equal combinations
  have hn : ∀ m, ‖f m‖ = ‖g m‖ := by
    intro m
    have key : ⟪f m, f m⟫_ℂ = ⟪g m, g m⟫_ℂ := by
      simp only [f, g, Finsupp.linearCombination_apply, Finsupp.sum, sum_inner, inner_sum,
        inner_smul_left, inner_smul_right, krylov_overlap hA, krylov_overlap hB, h]
    rw [norm_eq_sqrt_re_inner (𝕜 := ℂ) (f m), norm_eq_sqrt_re_inner (𝕜 := ℂ) (g m), key]
  obtain ⟨U, hU⟩ := exists_isometry_of_norm_eq f g hn
    (K := krylov A v) (L := krylov B w)
    (Finsupp.range_linearCombination ℂ) (Finsupp.range_linearCombination ℂ)
  have hpow : ∀ k : ℕ, U ((krylovOp A v ^ k) (krylovSeed A v)) =
      (krylovOp B w ^ k) (krylovSeed B w) := by
    intro k
    apply Subtype.ext
    rw [hU (Finsupp.single k 1) _ (by simp [f, krylovOp_pow_coe, krylovSeed])]
    simp [g, krylovOp_pow_coe, krylovSeed]
  refine ⟨U, ⟨by simpa using hpow 0, fun x => ?_⟩, fun V hV => ?_⟩
  · -- the intertwining relation holds on Krylov vectors, hence everywhere
    have hST := krylov_ext (U.toLinearEquiv.toLinearMap ∘ₗ krylovOp A v)
      (krylovOp B w ∘ₗ U.toLinearEquiv.toLinearMap) (fun k => by
        change U (krylovOp A v ((krylovOp A v ^ k) (krylovSeed A v))) =
          krylovOp B w (U ((krylovOp A v ^ k) (krylovSeed A v)))
        have h1 := hpow (k + 1)
        rw [pow_succ', pow_succ', Module.End.mul_apply, Module.End.mul_apply] at h1
        rw [h1, hpow k])
    exact LinearMap.congr_fun hST x
  · have hVU := krylov_ext V.toLinearEquiv.toLinearMap U.toLinearEquiv.toLinearMap
      (fun k => (hV.map_pow k).trans (hpow k).symm)
    exact LinearIsometryEquiv.ext fun x => LinearMap.congr_fun hVU x

/-- Conversely, if an isometric bijection of the Krylov spaces matches the dynamics, then all
moments agree. -/
theorem moments_eq_of_matches {U : krylov A v ≃ₗᵢ[ℂ] krylov B w}
    (hU : MatchesDynamics U) (k : ℕ) : ⟪v, (A ^ k) v⟫_ℂ = ⟪w, (B ^ k) w⟫_ℂ := by
  have h := U.inner_map_map (krylovSeed A v) ((krylovOp A v ^ k) (krylovSeed A v))
  rw [hU.1, hU.map_pow, Submodule.coe_inner, Submodule.coe_inner,
    krylovOp_pow_coe, krylovOp_pow_coe] at h
  exact h.symm

/-- If `U` matches the dynamics and `ψ` obeys `ψ' = -i A ψ` at time `t` in the first Krylov space,
then `U ψ` obeys the Schrödinger equation of `B` at time `t`. -/
theorem MatchesDynamics.schrodinger {U : krylov A v ≃ₗᵢ[ℂ] krylov B w}
    (hU : MatchesDynamics U) {ψ : ℝ → krylov A v} {t : ℝ}
    (hψ : HasDerivAt ψ ((-Complex.I) • krylovOp A v (ψ t)) t) :
    HasDerivAt (fun s => U (ψ s)) ((-Complex.I) • krylovOp B w (U (ψ t))) t := by
  have hd := ((U.toContinuousLinearEquiv : krylov A v →L[ℂ] krylov B w).restrictScalars
    ℝ).hasFDerivAt.comp_hasDerivAt t hψ
  refine hd.congr_deriv ?_
  change U ((-Complex.I) • krylovOp A v (ψ t)) = _
  rw [map_smul, hU.2]

/-- The two-level flip `(x₀, x₁) ↦ (x₁, x₀)`. -/
def flip : EuclideanSpace ℂ (Fin 2) →ₗ[ℂ] EuclideanSpace ℂ (Fin 2) where
  toFun x := !₂[x 1, x 0]
  map_add' x y := by ext i; fin_cases i <;> simp
  map_smul' c x := by ext i; fin_cases i <;> simp

/-- The two-level flip is symmetric and has equal moments in `(1, 0)` and `(0, 1)`. -/
theorem moments_determine_krylov_witness :
    flip.IsSymmetric ∧ ∀ k : ℕ, ⟪!₂[(1 : ℂ), 0], (flip ^ k) !₂[1, 0]⟫_ℂ =
      ⟪!₂[(0 : ℂ), 1], (flip ^ k) !₂[0, 1]⟫_ℂ := by
  refine ⟨fun x y => ?_, fun k => ?_⟩
  · simp [flip, PiLp.inner_apply, Fin.sum_univ_two]
    ring
  · have hs : flip * flip = 1 := by
      refine LinearMap.ext fun x => ?_
      ext i; fin_cases i <;> simp [flip]
    have hm : ∀ m : ℕ, flip ^ (2 * m) = 1 := fun m => by
      rw [pow_mul, pow_two, hs, one_pow]
    obtain ⟨m, rfl | rfl⟩ := Nat.even_or_odd' k
    · simp only [hm, Module.End.one_apply, PiLp.inner_apply, Fin.sum_univ_two]
      simp
    · rw [pow_succ, hm, one_mul]
      simp [flip, PiLp.inner_apply, Fin.sum_univ_two]

end

end KrylovMoments
```

```lean
#print axioms KrylovMoments.moments_determine_krylov
#print axioms KrylovMoments.moments_eq_of_matches
#print axioms KrylovMoments.MatchesDynamics.schrodinger
```

```
'KrylovMoments.moments_determine_krylov' depends on axioms: [propext, Classical.choice, Quot.sound]
'KrylovMoments.moments_eq_of_matches' depends on axioms: [propext, Classical.choice, Quot.sound]
'KrylovMoments.MatchesDynamics.schrodinger' depends on axioms: [propext, Classical.choice, Quot.sound]
```

## Krylov vectors as a spanning set

The definition of `krylovOp` includes a proof that $A$ maps the Krylov space into itself: it sends the generator $A^kv$ to $A^{k+1}v$. The lemma `krylovOp_pow_coe` shows by induction that powers of the restricted operator act as powers of $A$.

`krylov_ext` is the principle that a linear map on a Krylov space is fixed by its values on the vectors $A^kv$. Its proof uses `Submodule.span_induction`, which checks generators, zero, sums and scalar multiples in turn. It serves twice in the main proof, for the relation $UAx=BUx$ and for uniqueness.

## Building the isometry from norms

`krylov_overlap` moves the factors of $A$ across the inner product by induction on $j$. The index $k$ is kept general, because each move raises it by one.

`exists_isometry_of_norm_eq` isolates the construction of $U$. Two linear maps `f` and `g` from a common space satisfy $\|f(m)\|=\|g(m)\|$ for every $m$, so they have the same kernel. Each range is a copy of the common space modulo that kernel, and composing the two identifications gives a bijection that takes $f(m)$ to $g(m)$. This is the well-definedness argument above, expressed with quotients.

In `moments_determine_krylov` the common space is the space of finitely supported coefficient sequences. The map `f` sends $c$ to $\sum_k c_kA^kv$, and `g` sends it to $\sum_k c_kB^kw$. The step `key` expands both squared norms into double sums and rewrites them with `krylov_overlap` and the moment hypothesis. The ranges of `f` and `g` are the two Krylov spaces, so the previous lemma supplies `U`.

The step `hpow` applies that lemma to the coefficient sequence with a single entry $1$, at place $k$, and obtains $UA^kv=B^kw$. The case $k=0$ is the seed condition. Comparing the cases $k$ and $k+1$ shows that $UA$ and $BU$ agree on Krylov vectors, and `krylov_ext` extends this to the whole space. For a competing map `V`, the lemma `MatchesDynamics.map_pow` gives the same values on Krylov vectors, so `krylov_ext` yields $V=U$.

## Converse, time derivative and two-level flip

`moments_eq_of_matches` applies `U.inner_map_map`, the preservation of inner products, to $v$ and $A^kv$. `MatchesDynamics.schrodinger` regards `U` as a continuous real-linear map, since time is real, and applies the chain rule; the intertwining relation then replaces $UA\psi$ by $BU\psi$.

`moments_determine_krylov_witness` verifies the hypotheses of the main theorem for the flip. It checks symmetry in components, proves that the flip squares to the identity, and treats even and odd $k$ separately.
